# An Isolated Negative-U Centre at Particle-Hole Symmetry Has a Spin Susceptibility with a Unique Maximum in Temperature

Take one defect level that can be empty, hold one electron of either spin, or hold a pair. Suppose that, with energies measured relative to the chemical potential, the empty and the paired states have energy 0 and each singly occupied state lies higher by Δ > 0. Only an unpaired electron responds to a weak magnetic field through its spin. In zero field the four Boltzmann weights are 1, 1, w and w, with w = exp(−βΔ) and β = 1/(k_B T), so the centre is singly occupied with probability

2w/(2 + 2w) = w/(1 + w).

A free spin has a Curie response proportional to β. Here that response is multiplied by the probability that a spin is present:

χ = β w/(1 + w).

On cooling, β grows and w shrinks. At high temperature w is close to 1 and χ ≈ β/2, which rises on cooling. At low temperature χ ≈ β exp(−βΔ), which falls. Between the two regimes there is a maximum, and the question is where it lies and whether it is unique.

```lean
import Mathlib

open Filter Topology

namespace NegativeUCenter

noncomputable section
```

## Four states and their energies

The gap Δ comes from an effective on-site interaction U. In a negative-U centre U < 0. This can happen when two electrons on one centre gain more energy from lattice relaxation than two electrons on separate centres do, by an amount that exceeds their Coulomb repulsion. With occupations n↑ and n↓, each 0 or 1, the energy measured relative to the chemical potential is

E = U n↑n↓ − (U/2)(n↑ + n↓) − h(n↑ − n↓).

The one-electron level sits at −U/2, which makes the empty and doubly occupied states degenerate. This is the particle-hole symmetric point. The energies are

E(0,0) = 0

E(1,1) = U − U = 0

E(1,0) = −U/2 − h

E(0,1) = −U/2 + h

so that Δ = −U/2. The field h is a Zeeman energy: for a magnetic field of strength B and g-factor g it stands for gμ_B B/2, and ↑ denotes the spin direction that the field favours.

In Lean a state is a pair `n : Fin 2 × Fin 2`, where `n.1` is n↑ and `n.2` is n↓. The casts turn these occupations into real numbers.

```lean
/-- Grand-canonical energy of a centre with occupations `n = (n↑, n↓)`, on-site interaction `U`
and field `h`, with the level placed at `-U/2` relative to the chemical potential. -/
def energy (U h : ℝ) (n : Fin 2 × Fin 2) : ℝ :=
  U * ((n.1 : ℕ) : ℝ) * ((n.2 : ℕ) : ℝ) - U / 2 * (((n.1 : ℕ) : ℝ) + ((n.2 : ℕ) : ℝ))
    - h * (((n.1 : ℕ) : ℝ) - ((n.2 : ℕ) : ℝ))
```

The magnetization is the thermal average of n↑ − n↓ over these states:

m(h) = Σ (n↑ − n↓) exp(−βE) / Σ exp(−βE).

It is a pure number, equal to twice the average spin component along the ↑ direction in units of ħ.

```lean
/-- Thermal average of `n↑ - n↓` over the four states of the centre at inverse temperature `β`. -/
def magnetization (U β h : ℝ) : ℝ :=
  (∑ n : Fin 2 × Fin 2,
    (((n.1 : ℕ) : ℝ) - ((n.2 : ℕ) : ℝ)) * Real.exp (-β * energy U h n)) /
  ∑ n : Fin 2 × Fin 2, Real.exp (-β * energy U h n)
```

The susceptibility is the slope of m at zero field,

χ(β) = m′(0).

Multiplying it by (gμ_B/2)² gives the magnetic moment per unit of B. Lean's `deriv` returns 0 for a function that has no derivative, so this definition carries its physical meaning only once differentiability is established, as it is below.

```lean
/-- Zero-field spin susceptibility: the derivative of the magnetization with respect to the
field at `h = 0`. -/
def susceptibility (U β : ℝ) : ℝ := deriv (fun h => magnetization U β h) 0
```

## The magnetization in closed form

With w = exp(βU/2), the weights of the four states are 1, 1, w exp(βh) and w exp(−βh). Hence

m(h) = w(exp(βh) − exp(−βh)) / (2 + w(exp(βh) + exp(−βh)))

= w sinh(βh) / (1 + w cosh(βh)).

The theorem `magnetization_eq` states this for all real U, β and h. The facts `w00`, `w11`, `w10` and `w01` are the four weights. The sum over states is then expanded, the hyperbolic functions are written as exponentials, and the two fractions are compared by cross-multiplication.

```lean
/-- The magnetization is `w sinh(βh) / (1 + w cosh(βh))` with `w = exp(βU/2)`. -/
theorem magnetization_eq (U β h : ℝ) :
    magnetization U β h = Real.exp (β * U / 2) * Real.sinh (β * h) /
      (1 + Real.exp (β * U / 2) * Real.cosh (β * h)) := by
  -- Boltzmann weights of the four states
  have w00 : Real.exp (-β * energy U h (0, 0)) = 1 := by
    rw [Real.exp_eq_one_iff]
    simp only [energy, Fin.val_zero, Nat.cast_zero]
    ring
  have w11 : Real.exp (-β * energy U h (1, 1)) = 1 := by
    rw [Real.exp_eq_one_iff]
    simp only [energy, Fin.val_one, Nat.cast_one]
    ring
  have w10 : Real.exp (-β * energy U h (1, 0)) =
      Real.exp (β * U / 2) * Real.exp (β * h) := by
    rw [← Real.exp_add]
    congr 1
    simp only [energy, Fin.val_zero, Fin.val_one, Nat.cast_zero, Nat.cast_one]
    ring
  have w01 : Real.exp (-β * energy U h (0, 1)) =
      Real.exp (β * U / 2) * Real.exp (-(β * h)) := by
    rw [← Real.exp_add]
    congr 1
    simp only [energy, Fin.val_zero, Fin.val_one, Nat.cast_zero, Nat.cast_one]
    ring
  simp only [magnetization, Fintype.sum_prod_type, Fin.sum_univ_two, w00, w01, w10, w11,
    Fin.val_zero, Fin.val_one, Nat.cast_zero, Nat.cast_one]
  rw [Real.sinh_eq, Real.cosh_eq, div_eq_div_iff (by positivity) (by positivity)]
  ring
```

## The slope at zero field

The quotient rule gives

m′(h) = [βw cosh(βh)(1 + w cosh(βh)) − βw² sinh²(βh)] / (1 + w cosh(βh))².

At h = 0, sinh vanishes and cosh equals 1, so

m′(0) = βw(1 + w)/(1 + w)² = βw/(1 + w),

in agreement with the estimate from the occupation probability. `HasDerivAt` says both that the derivative exists and what it is. In the proof `hs` differentiates the numerator and `hc` the denominator, while `hne` records that the denominator is nonzero at h = 0.

```lean
/-- At zero field the magnetization has slope `β w / (1 + w)` with `w = exp(βU/2)`. -/
theorem hasDerivAt_magnetization (U β : ℝ) :
    HasDerivAt (fun h => magnetization U β h)
      (β * Real.exp (β * U / 2) / (1 + Real.exp (β * U / 2))) 0 := by
  have heq : (fun h => magnetization U β h) = fun h =>
      Real.exp (β * U / 2) * Real.sinh (β * h) /
        (1 + Real.exp (β * U / 2) * Real.cosh (β * h)) :=
    funext fun h => magnetization_eq U β h
  rw [heq]
  have hb : HasDerivAt (fun h : ℝ => β * h) β 0 := by
    simpa using (hasDerivAt_id (0 : ℝ)).const_mul β
  have hs := hb.sinh.const_mul (Real.exp (β * U / 2))
  have hc := (hb.cosh.const_mul (Real.exp (β * U / 2))).const_add 1
  have hne : 1 + Real.exp (β * U / 2) * Real.cosh (β * 0) ≠ 0 := by
    rw [mul_zero, Real.cosh_zero]
    positivity
  refine (hs.fun_div hc hne).congr_deriv ?_
  simp only [mul_zero, Real.cosh_zero, Real.sinh_zero, mul_one, one_mul, zero_mul, sub_zero]
  rw [div_eq_div_iff (by positivity) (by positivity)]
  ring
```

Dividing numerator and denominator by w gives a form with a single exponential:

χ(β) = β / (1 + exp(−βU/2)).

The fact `hw` is the identity w · (1/w) = 1 that this division uses.

```lean
/-- The susceptibility equals `β / (1 + exp(-βU/2))`. -/
theorem susceptibility_eq (U β : ℝ) :
    susceptibility U β = β / (1 + Real.exp (-(β * U / 2))) := by
  have hw : Real.exp (β * U / 2) * Real.exp (-(β * U / 2)) = 1 := by
    rw [← Real.exp_add, add_neg_cancel, Real.exp_zero]
  rw [susceptibility, (hasDerivAt_magnetization U β).deriv,
    div_eq_div_iff (by positivity) (by positivity)]
  linear_combination β * hw
```

## One curve for every attraction strength

For U ≠ 0 put x = −βU/2, so that β = −2x/U. Then

χ(β) = (−2/U) · x/(1 + exp x).

For U < 0 the prefactor is positive and x is the gap divided by k_B T. Changing the strength of the attraction rescales both axes and leaves the shape of the curve alone. Finding the maximum is now a problem in one variable.

```lean
/-- For `U ≠ 0` the susceptibility in units of `-2/U` is the function `x / (1 + exp x)` of the
single variable `x = -βU/2`. -/
theorem susceptibility_scaling {U : ℝ} (hU : U ≠ 0) (β : ℝ) :
    susceptibility U β =
      -2 / U * (-(β * U / 2) / (1 + Real.exp (-(β * U / 2)))) := by
  rw [susceptibility_eq, ← mul_div_assoc]
  congr 1
  field_simp
```

## Why a solution of the peak equation is the global maximum

Let f(x) = x/(1 + exp x). Its derivative has the sign of 1 + exp x − x exp x, which vanishes at x = y when

(y − 1) exp y = 1.

A vanishing derivative alone doesn't establish a global maximum. A tangent-line bound does, and it needs no second derivative.

First, y > 0, since for y ≤ 0 the left side of the peak equation would be negative. Next, the exponential lies strictly above its tangent, so for x ≠ y

exp x = exp y · exp(x − y) > exp y · (1 + x − y).

Multiply by y and add y:

y(1 + exp x) > y + y exp y · (1 + x − y).

The peak equation can be written as y exp y = 1 + exp y, and with it the right side becomes

y + (1 + exp y)(1 + x − y) = x(1 + exp y) + y + (1 − y)(1 + exp y) = x(1 + exp y).

The last equality holds because (1 − y)(1 + exp y) = 1 − y − 1 = −y. Therefore y(1 + exp x) > x(1 + exp y), which is f(x) < f(y).

In the Lean proof `hy0` is the positivity of y, `ht` is the tangent bound, `hm` is that bound multiplied by y exp y, and `key` is the algebraic identity. The remaining lines clear the positive denominators.

```lean
/-- If `(y - 1) exp y = 1`, then `x / (1 + exp x)` is strictly smaller at every `x ≠ y` than
at `y`. -/
theorem scaling_function_lt {x y : ℝ} (hy : (y - 1) * Real.exp y = 1) (hxy : x ≠ y) :
    x / (1 + Real.exp x) < y / (1 + Real.exp y) := by
  have hy0 : 0 < y := by
    by_contra h
    have h' : 0 ≤ 1 - y := by linarith
    nlinarith [mul_nonneg h' (Real.exp_pos y).le]
  -- the exponential lies strictly above its tangent line at `y`
  have ht : x - y + 1 < Real.exp (x - y) := Real.add_one_lt_exp (sub_ne_zero.2 hxy)
  have he : Real.exp x = Real.exp y * Real.exp (x - y) := by
    rw [← Real.exp_add]
    congr 1
    ring
  have hm : y * Real.exp y * (x - y + 1) < y * Real.exp y * Real.exp (x - y) :=
    mul_lt_mul_of_pos_left ht (by positivity)
  have key : y + y * Real.exp y * (x - y + 1) = x * (1 + Real.exp y) := by
    linear_combination (x - y) * hy
  rw [div_lt_iff₀ (by positivity), div_mul_eq_mul_div, lt_div_iff₀ (by positivity), he]
  linarith
```

## The peak equation has exactly one solution

The continuous function (y − 1) exp y equals 0 at y = 1 and exp 2 ≥ 3 at y = 2, so it takes the value 1 somewhere between. If y and z were two different solutions, the previous result would give both f(z) < f(y) and f(y) < f(z), which is impossible.

Lean writes unique existence as `∃!`. The intermediate value theorem supplies the solution, and `lt_asymm` expresses the contradiction.

```lean
/-- The peak equation `(y - 1) exp y = 1` has exactly one real solution. -/
theorem existsUnique_peak : ∃! y : ℝ, (y - 1) * Real.exp y = 1 := by
  have hc : ContinuousOn (fun y : ℝ => (y - 1) * Real.exp y) (Set.Icc 1 2) :=
    ((continuous_id.sub continuous_const).mul Real.continuous_exp).continuousOn
  have hmem : (1 : ℝ) ∈ Set.Icc ((1 - 1) * Real.exp 1) ((2 - 1) * Real.exp 2) := by
    constructor
    · norm_num
    · linarith [Real.add_one_le_exp (2 : ℝ)]
  obtain ⟨y, _, hy⟩ := intermediate_value_Icc (by norm_num : (1 : ℝ) ≤ 2) hc hmem
  refine ⟨y, hy, fun z hz => ?_⟩
  -- two different solutions would each be the strict maximizer
  by_contra hne
  exact lt_asymm (scaling_function_lt hy hne) (scaling_function_lt hz (Ne.symm hne))
```

Numerically, y ≈ 1.278.

## Position, height and low-temperature limit

Let U < 0 and let y be the solution. The maximum lies at

β₀ = −2y/U > 0.

Its height follows from the peak equation, since (y − 1)(1 + exp y) = y − 1 + 1 = y and hence f(y) = y − 1. So

χ(β₀) = (−2/U)(y − 1) = β₀ + 2/U.

With the numerical value of y, the maximum sits at k_B T ≈ 0.39 |U| and has height about 0.56/|U|.

For the limit β → ∞, x = −βU/2 also tends to infinity because U < 0, and for x ≥ 0

0 ≤ x/(1 + exp x) ≤ x exp(−x) → 0.

The theorem `susceptibility_peak` has the single hypothesis `U < 0`. It says that there is a β₀ > 0 for which −β₀U/2 solves the peak equation, that χ(β) < χ(β₀) for every real β ≠ β₀, and that χ(β₀) = β₀ + 2/U. It adds that χ tends to 0 as β grows, written as `Tendsto` with `atTop` and `𝓝 0`. The strict inequality makes the maximizer unique. Since T determines β, the maximum is also unique as a function of temperature.

The proof takes y from `existsUnique_peak` and carries the one-variable inequality back to β through `susceptibility_scaling`. The fact `hv` is f(y) = y − 1. For the limit, `h1` is the squeeze between 0 and x exp(−x), and `h3` says that x grows with β.

```lean
/-- For `U < 0` the susceptibility has a strict maximum at some `β₀ > 0`, where `y = -β₀U/2`
solves `(y - 1) exp y = 1` and the susceptibility is `β₀ + 2/U`; it tends to zero as `β` grows. -/
theorem susceptibility_peak {U : ℝ} (hU : U < 0) :
    (∃ β₀ > 0, (-(β₀ * U / 2) - 1) * Real.exp (-(β₀ * U / 2)) = 1 ∧
      (∀ β, β ≠ β₀ → susceptibility U β < susceptibility U β₀) ∧
      susceptibility U β₀ = β₀ + 2 / U) ∧
    Tendsto (fun β => susceptibility U β) atTop (𝓝 0) := by
  have hU0 : U ≠ 0 := hU.ne
  have hpos : 0 < -2 / U := div_pos_of_neg_of_neg (by norm_num) hU
  constructor
  · obtain ⟨y, hy, _⟩ := existsUnique_peak
    have hy0 : 0 < y := by
      by_contra h
      have h' : 0 ≤ 1 - y := by linarith
      nlinarith [mul_nonneg h' (Real.exp_pos y).le]
    have hx : -(-2 * y / U * U / 2) = y := by field_simp
    refine ⟨-2 * y / U, div_pos_of_neg_of_neg (by linarith) hU, ?_, ?_, ?_⟩
    · rw [hx]
      exact hy
    · intro β hne
      have hne' : -(β * U / 2) ≠ y := by
        intro h
        apply hne
        rw [← h]
        field_simp
      rw [susceptibility_scaling hU0 β, susceptibility_scaling hU0 (-2 * y / U), hx]
      exact mul_lt_mul_of_pos_left (scaling_function_lt hy hne') hpos
    · have hv : y / (1 + Real.exp y) = y - 1 := by
        rw [div_eq_iff (by positivity)]
        linear_combination -hy
      rw [susceptibility_scaling hU0, hx, hv]
      ring
  · -- the exponential cost of breaking a pair beats the Curie factor
    have h1 : Tendsto (fun x : ℝ => x / (1 + Real.exp x)) atTop (𝓝 0) := by
      refine squeeze_zero' ((eventually_ge_atTop 0).mono fun x hx =>
        div_nonneg hx (by positivity)) ((eventually_ge_atTop 0).mono fun x hx => ?_)
        (Real.tendsto_pow_mul_exp_neg_atTop_nhds_zero 1)
      rw [pow_one, Real.exp_neg, ← div_eq_mul_inv]
      exact div_le_div_of_nonneg_left hx (Real.exp_pos x) (by linarith)
    have h2 : Tendsto (fun β : ℝ => β * (-U / 2)) atTop atTop :=
      tendsto_id.atTop_mul_const (by linarith)
    have h3 : Tendsto (fun β : ℝ => -(β * U / 2)) atTop atTop :=
      h2.congr fun β => by ring
    have h4 := (h1.comp h3).const_mul (-2 / U)
    rw [mul_zero] at h4
    exact h4.congr fun β => (susceptibility_scaling hU0 β).symm
```

## Without attraction there is no peak

For U ≥ 0 and 0 ≤ a < b,

a/(1 + exp(−aU/2)) < b/(1 + exp(−aU/2)) ≤ b/(1 + exp(−bU/2)).

The first step enlarges the numerator. The second uses the fact that exp(−βU/2) does not increase with β. The susceptibility therefore keeps rising on cooling.

The limiting case U = 0 shows the boundary between the two behaviours. All four states then have equal weight in zero field, a spin is present half of the time at every temperature, and χ = β/2 is a pure Curie law. Any U < 0, however small, bends this line over at sufficiently low temperature, with the maximum moving to β₀ = 2y/|U|.

In Lean the statement is `StrictMonoOn` on `Set.Ici 0`, the set of β ≥ 0, and the `calc` block contains the two inequalities above.

```lean
/-- For `U ≥ 0` the susceptibility increases strictly with `β` on `β ≥ 0`. -/
theorem susceptibility_strictMonoOn {U : ℝ} (hU : 0 ≤ U) :
    StrictMonoOn (fun β => susceptibility U β) (Set.Ici 0) := by
  intro a _ b hb hab
  have hb0 : 0 ≤ b := hb
  have hexp : Real.exp (-(b * U / 2)) ≤ Real.exp (-(a * U / 2)) :=
    Real.exp_le_exp.2 (by linarith [mul_le_mul_of_nonneg_right hab.le hU])
  change susceptibility U a < susceptibility U b
  rw [susceptibility_eq, susceptibility_eq]
  calc a / (1 + Real.exp (-(a * U / 2)))
      < b / (1 + Real.exp (-(a * U / 2))) := div_lt_div_of_pos_right hab (by positivity)
    _ ≤ b / (1 + Real.exp (-(b * U / 2))) :=
      div_le_div_of_nonneg_left hb0 (by positivity) (by linarith)

end

end NegativeUCenter
```

```lean
#print axioms NegativeUCenter.susceptibility_peak
-- 'NegativeUCenter.susceptibility_peak' depends on axioms: [propext, Classical.choice, Quot.sound]
#print axioms NegativeUCenter.susceptibility_strictMonoOn
-- 'NegativeUCenter.susceptibility_strictMonoOn' depends on axioms: [propext, Classical.choice, Quot.sound]
```

## From one centre to a sample

Applying the result to a material takes one further step: the sample has to behave as a collection of independent copies of this centre, with U and the level position relative to the chemical potential unchanged as the temperature varies. Hybridisation with a band, coupling between defects or a drifting chemical potential would alter the curve.

In electronic-structure terms, the centre is a single site of the attractive Hubbard model at half filling with the hopping set to zero. In that limit, a grand-canonical simulation of the lattice model, with the chemical potential at its particle-hole symmetric value, should give χ(β) as its spin susceptibility per site, defined as above. A simulation with a fixed number of electrons on a finite lattice can give a different value.
